# A finite sum of Debye terms with nonnegative weights stays in the Cole-Cole disc

## Definitions and conventions

A finite set of relaxation modes is labelled by an index \(j\). Mode \(j\) has a real weight \(a_j\), its contribution to the static response, and a real relaxation time \(\tau_j\). At real frequency \(w\) the response and the total strength are

\[
\chi(w)=\sum_j \frac{a_j}{1-i\,w\,\tau_j},\qquad S=\sum_j a_j .
\]

The sign in the denominator belongs to fields that vary with time \(s\) as \(e^{-iws}\). With it, a mode with positive weight and positive time has \(\operatorname{Im}\chi>0\) for \(w>0\), and \(\operatorname{Im}\chi\) is called the loss. Each denominator has real part 1, so none vanishes. Any constant high-frequency contribution is taken to be subtracted already.

"Cole-Cole" refers here to the plot of \(\operatorname{Im}\chi\) against \(\operatorname{Re}\chi\). The Cole-Cole relaxation function, with its fractional power of frequency, is a different model and does not appear, and neither do continuous distributions of relaxation times.

In the code, the finite type `ι` holds the labels, and `a` and `τ` are real functions on it. It may be empty, in which case \(\chi=S=0\).

```lean
import Mathlib

open Finset

namespace ColeColeBound

noncomputable section

variable {ι : Type*} [Fintype ι]
```

The response is a complex number, so the real weights are converted to complex ones inside the sum.

```lean
/-- The response at real frequency `w` of finitely many Debye relaxators with
weights `a j` and relaxation times `τ j`. -/
def chi (a τ : ι → ℝ) (w : ℝ) : ℂ :=
  ∑ j, (a j : ℂ) / (1 - Complex.I * w * τ j)
```

The strength \(S\) stays real.

```lean
/-- The total relaxation strength, the sum of all weights. -/
def strength (a : ι → ℝ) : ℝ := ∑ j, a j
```

With the abbreviations \(x_j=w\tau_j\) and \(D_j=1+x_j^2\), one more quantity is attached to each ordered pair of modes:

\[
P_{jk}=\frac{a_j a_k\,(x_j-x_k)^2}{D_j D_k}.
\]

It is zero whenever \(x_j=x_k\), and in particular for \(j=k\).

```lean
/-- The term of the ordered pair `j, k` of relaxators in a double sum that equals twice the
difference between `(S/2)^2` and the squared distance of the response from `S/2`, where `S` is the
total strength. -/
def pairDeficit (a τ : ι → ℝ) (w : ℝ) (j k : ι) : ℝ :=
  a j * a k * (w * (τ j - τ k)) ^ 2 / ((1 + (w * τ j) ^ 2) * (1 + (w * τ k) ^ 2))
```

## (a) One Debye term in real and imaginary parts

Show that for a real weight \(a\), a real frequency \(w\) and a real relaxation time \(t\)

\[
\frac{a}{1-iwt}=\frac{a}{1+(wt)^2}+i\,\frac{a\,wt}{1+(wt)^2}.
\]

Multiply numerator and denominator by \(1+iwt\). The denominator becomes \((1-iwt)(1+iwt)=1+(wt)^2\), because \(i^2=-1\), and the numerator becomes \(a+i\,a\,wt\).

The Lean proof first shows that both denominators are nonzero. It then clears the complex one with `div_eq_iff`, and `linear_combination` closes the remaining identity using \(i^2=-1\) and the fact that \(1+(wt)^2\) times its inverse is 1.

```lean
/-- A single Debye term split into its real part and its imaginary part. -/
theorem debye_term (a w t : ℝ) :
    (a : ℂ) / (1 - Complex.I * w * t) =
      ((a / (1 + (w * t) ^ 2) : ℝ) : ℂ) +
        ((a * (w * t) / (1 + (w * t) ^ 2) : ℝ) : ℂ) * Complex.I := by
  -- the denominator has real part one
  have h1 : (1 - Complex.I * w * t : ℂ) ≠ 0 := by
    intro h
    have h' := congrArg Complex.re h
    simp at h'
  have h2 : (1 + ((w : ℂ) * t) ^ 2) ≠ 0 := by
    have h : (1 + (w * t) ^ 2 : ℝ) ≠ 0 := by positivity
    exact_mod_cast h
  have hD := mul_inv_cancel₀ h2
  rw [div_eq_iff h1]
  push_cast
  linear_combination (-(a : ℂ)) * hD +
    (a : ℂ) * (1 + ((w : ℂ) * t) ^ 2)⁻¹ * ((w : ℂ) * t) ^ 2 * Complex.I_sq
```

## (b) The real part of the response

Show that

\[
\operatorname{Re}\chi=\sum_j\frac{a_j}{D_j}.
\]

The real part of a finite sum is the sum of the real parts, and part (a) gives each of them. The code follows the same two steps, with `Complex.re_sum` and then `debye_term`.

```lean
/-- The real part of the response is a sum of Lorentzian-type terms. -/
theorem chi_re (a τ : ι → ℝ) (w : ℝ) :
    (chi a τ w).re = ∑ j, a j / (1 + (w * τ j) ^ 2) := by
  unfold chi
  rw [Complex.re_sum]
  refine sum_congr rfl fun j _ => ?_
  rw [debye_term]
  simp only [Complex.add_re, Complex.ofReal_re, Complex.re_ofReal_mul, Complex.I_re,
    mul_zero, add_zero]
```

## (c) The loss

Show that

\[
\operatorname{Im}\chi=\sum_j\frac{a_j x_j}{D_j}.
\]

The argument is that of part (b), now with the imaginary parts from part (a).

```lean
/-- The imaginary part of the response, the loss, is the sum of the Debye loss terms. -/
theorem chi_im (a τ : ι → ℝ) (w : ℝ) :
    (chi a τ w).im = ∑ j, a j * (w * τ j) / (1 + (w * τ j) ^ 2) := by
  unfold chi
  rw [Complex.im_sum]
  refine sum_congr rfl fun j _ => ?_
  rw [debye_term]
  simp only [Complex.add_im, Complex.ofReal_im, Complex.im_ofReal_mul, Complex.I_im,
    mul_one, zero_add]
```

## (d) An identity for the distance from \(S/2\)

Show that

\[
\left(\frac S2\right)^2-\left|\chi-\frac S2\right|^2=\frac12\sum_j\sum_k P_{jk}.
\]

Write \(R=\operatorname{Re}\chi\) and \(M=\operatorname{Im}\chi\). The left side is

\[
\frac{S^2}{4}-\left(R-\frac S2\right)^2-M^2=SR-R^2-M^2 .
\]

For the right side, expand the square:

\[
(x_j-x_k)^2=x_j^2+x_k^2-2x_jx_k=D_j+D_k-2-2x_jx_k .
\]

Multiplying by \(a_ja_k/(D_jD_k)\) gives

\[
P_{jk}=a_j\frac{a_k}{D_k}+\frac{a_j}{D_j}a_k-2\,\frac{a_j}{D_j}\frac{a_k}{D_k}-2\,\frac{a_jx_j}{D_j}\frac{a_kx_k}{D_k}.
\]

Every term is a function of \(j\) times a function of \(k\), so the double sum factorises into \(2SR-2R^2-2M^2\). Half of this is the left side.

No sign condition on the weights is used. In the code, `hn` writes the squared modulus through \(R\) and \(M\), `ht` is the separated form of \(P_{jk}\), and the `simp only` call factorises the double sums. The centre appears as `((strength a / 2 : ℝ) : ℂ)`, the real number \(S/2\) regarded as complex.

```lean
/-- With `S` the total strength, `(S/2)^2` minus the squared distance of the response from `S/2` is
half the sum of `pairDeficit` over all ordered pairs. -/
theorem circle_deficit (a τ : ι → ℝ) (w : ℝ) :
    (strength a / 2) ^ 2 - ‖chi a τ w - ((strength a / 2 : ℝ) : ℂ)‖ ^ 2 =
      1 / 2 * ∑ j, ∑ k, pairDeficit a τ w j k := by
  have hn : ‖chi a τ w - ((strength a / 2 : ℝ) : ℂ)‖ ^ 2 =
      ((chi a τ w).re - strength a / 2) ^ 2 + (chi a τ w).im ^ 2 := by
    rw [Complex.sq_norm, Complex.normSq_apply, Complex.sub_re, Complex.sub_im,
      Complex.ofReal_re, Complex.ofReal_im]
    ring
  -- each pair contribution separates into products of one-relaxator terms
  have ht : ∀ j k, pairDeficit a τ w j k =
      a j * (a k / (1 + (w * τ k) ^ 2)) + (a j / (1 + (w * τ j) ^ 2)) * a k
      - 2 * ((a j / (1 + (w * τ j) ^ 2)) * (a k / (1 + (w * τ k) ^ 2)))
      - 2 * ((a j * (w * τ j) / (1 + (w * τ j) ^ 2)) *
          (a k * (w * τ k) / (1 + (w * τ k) ^ 2))) := by
    intro j k
    have hj : 1 + (w * τ j) ^ 2 ≠ 0 := by positivity
    have hk : 1 + (w * τ k) ^ 2 ≠ 0 := by positivity
    unfold pairDeficit
    field_simp
    ring
  rw [hn, chi_re, chi_im]
  simp only [ht, strength, sum_add_distrib, sum_sub_distrib, ← mul_sum, ← sum_mul]
  ring
```

## (e) The sign of a pair contribution

Show that if all weights are nonnegative, then for all \(j,k\)

\[
P_{jk}\ge 0 .
\]

The numerator is a product of two nonnegative weights and a square, and the denominator is a product of two numbers that are at least 1. Physically, a nonnegative weight means that the mode's static response does not oppose the applied field.

```lean
omit [Fintype ι] in
/-- Pair contributions are nonnegative when the weights are nonnegative. -/
theorem pairDeficit_nonneg {a : ι → ℝ} (ha : ∀ j, 0 ≤ a j) (τ : ι → ℝ) (w : ℝ)
    (j k : ι) : 0 ≤ pairDeficit a τ w j k :=
  div_nonneg (mul_nonneg (mul_nonneg (ha j) (ha k)) (sq_nonneg _)) (by positivity)
```

## (f) The disc bound

Show that if all weights are nonnegative, then at every real \(w\)

\[
\left|\chi(w)-\frac S2\right|\le\frac S2 .
\]

By part (e) the right side of the identity in part (d) is nonnegative, so \(|\chi-S/2|^2\le(S/2)^2\). Since \(S/2\ge0\), taking square roots preserves the inequality. The code does this last step with `sq_le_sq₀`.

The relaxation times may have any sign, so the physical case \(\tau_j>0\), in which each mode decays after the field is switched off, is included. The sign of the weights does matter. For weights \(1,-1\), times \(1,2\) and \(w=1\), one has \(S=0\) but

\[
\chi=\frac{1}{1-i}-\frac{1}{1-2i}=\frac{3+i}{10}\neq0 .
\]

For a dielectric spectrum modelled by finitely many Debye terms with nonnegative weights, the bound gives a consistency check: a value outside the disc cannot come from such a model with that \(S\).

```lean
/-- Cole-Cole bound: for nonnegative weights the response lies in the closed disc of
radius `S/2` about `S/2`, where `S` is the total strength. -/
theorem cole_cole_bound {a : ι → ℝ} (ha : ∀ j, 0 ≤ a j) (τ : ι → ℝ) (w : ℝ) :
    ‖chi a τ w - ((strength a / 2 : ℝ) : ℂ)‖ ≤ strength a / 2 := by
  have hS : 0 ≤ strength a / 2 := div_nonneg (sum_nonneg fun j _ => ha j) (by norm_num)
  have hT : 0 ≤ ∑ j, ∑ k, pairDeficit a τ w j k :=
    sum_nonneg fun j _ => sum_nonneg fun k _ => pairDeficit_nonneg ha τ w j k
  have d := circle_deficit a τ w
  exact (sq_le_sq₀ (norm_nonneg _) hS).1 (by linarith)
```

## (g) When the response lies on the circle

Show that if all weights are positive and \(w\neq0\), then

\[
\left|\chi(w)-\frac S2\right|=\frac S2\iff \tau_j=\tau_k\ \text{ for all } j,k .
\]

Both sides of the first equation are nonnegative, so it is equivalent to equality of the squares. By part (d) this means \(\sum_j\sum_kP_{jk}=0\). A sum of nonnegative terms vanishes only if every term does, so \(P_{jk}=0\) for every pair. As \(a_ja_k>0\) and \(w\ne0\), this forces \(\tau_j=\tau_k\). Conversely, equal times make every \(P_{jk}\) zero.

A single mode therefore always lies on the circle, while two different relaxation times put the response strictly inside it at every nonzero frequency.

Both hypotheses are needed. At \(w=0\) the response is \(\chi=S\), which lies on the circle whatever the times are. With weights \(1,0\) and times \(1,2\), the second mode is invisible, and the response lies on the circle although the times differ.

In the code, `sum_eq_zero_iff_of_nonneg` is applied once to the outer sum and once to the inner one. If the two times differed, `h3` would make the pair term positive, which is a contradiction.

```lean
/-- For positive weights and nonzero frequency, the response lies on the Cole-Cole circle
exactly when all relaxation times are equal. -/
theorem cole_cole_eq_iff {a : ι → ℝ} (ha : ∀ j, 0 < a j) (τ : ι → ℝ) {w : ℝ}
    (hw : w ≠ 0) :
    ‖chi a τ w - ((strength a / 2 : ℝ) : ℂ)‖ = strength a / 2 ↔ ∀ j k, τ j = τ k := by
  have hS : 0 ≤ strength a / 2 :=
    div_nonneg (sum_nonneg fun j _ => (ha j).le) (by norm_num)
  have hT := pairDeficit_nonneg (fun j => (ha j).le) τ w
  have d := circle_deficit a τ w
  rw [← sq_eq_sq₀ (norm_nonneg _) hS]
  constructor
  · intro h j k
    -- a vanishing sum of nonnegative pair terms vanishes term by term
    have h0 : ∑ j, ∑ k, pairDeficit a τ w j k = 0 := by linarith
    have h1 := (sum_eq_zero_iff_of_nonneg
      (fun j _ => sum_nonneg fun k _ => hT j k)).1 h0 j (mem_univ j)
    have h2 := (sum_eq_zero_iff_of_nonneg (fun k _ => hT j k)).1 h1 k (mem_univ k)
    by_contra hne
    have hx : w * (τ j - τ k) ≠ 0 := mul_ne_zero hw (sub_ne_zero.2 hne)
    have hp : 0 < (w * (τ j - τ k)) ^ 2 :=
      (sq_nonneg _).lt_of_ne' (pow_ne_zero 2 hx)
    have h3 : 0 < pairDeficit a τ w j k :=
      div_pos (mul_pos (mul_pos (ha j) (ha k)) hp) (by positivity)
    linarith
  · intro h
    have h0 : ∀ j k, pairDeficit a τ w j k = 0 := by
      intro j k
      simp [pairDeficit, h j k]
    simp only [h0, sum_const_zero, mul_zero] at d
    linarith
```

## (h) The largest possible loss

Show that if all weights are positive, then at every real \(w\)

\[
\operatorname{Im}\chi(w)\le\frac S2,\qquad\text{with equality}\iff w\tau_j=1\ \text{ for all } j .
\]

Subtract the sum in part (c) from \(S/2\) mode by mode:

\[
\frac{a_j}{2}-\frac{a_jx_j}{D_j}=\frac{a_j(1+x_j^2-2x_j)}{2D_j}=\frac{a_j(1-x_j)^2}{2D_j}.
\]

Each term is nonnegative, which gives the bound. The sum vanishes exactly when every term does, and since \(a_j>0\) this means \(x_j=1\) for every \(j\).

The loss of a single mode thus reaches \(S/2\) at \(w=1/\tau\) when \(\tau\neq0\). With two different relaxation times the loss stays below \(S/2\) at every frequency. Positive weights matter for the equality condition: with weights \(1,0\), times \(1,2\) and \(w=1\), the loss equals \(S/2=1/2\) although \(w\tau_j=2\) for the second mode.

The theorem joins the inequality and the equality condition by `∧`. Its step `gap` is the mode-by-mode identity above, summed over \(j\), and both claims are read off from it.

```lean
/-- For positive weights the loss is at most half the total strength, and it reaches this
value exactly when `w * τ j = 1` for every relaxator. -/
theorem loss_le_half_strength {a : ι → ℝ} (ha : ∀ j, 0 < a j) (τ : ι → ℝ) (w : ℝ) :
    (chi a τ w).im ≤ strength a / 2 ∧
      ((chi a τ w).im = strength a / 2 ↔ ∀ j, w * τ j = 1) := by
  -- the missing loss is a sum of squares with positive weights
  have gap : strength a / 2 - (chi a τ w).im =
      ∑ j, a j * (1 - w * τ j) ^ 2 / (2 * (1 + (w * τ j) ^ 2)) := by
    rw [chi_im, strength, sum_div, ← sum_sub_distrib]
    refine sum_congr rfl fun j _ => ?_
    have hD : 1 + (w * τ j) ^ 2 ≠ 0 := by positivity
    rw [div_sub_div _ _ two_ne_zero hD]
    ring
  have hT : ∀ j, 0 ≤ a j * (1 - w * τ j) ^ 2 / (2 * (1 + (w * τ j) ^ 2)) := fun j =>
    div_nonneg (mul_nonneg (ha j).le (sq_nonneg _)) (by positivity)
  have hsum := sum_nonneg fun j (_ : j ∈ (univ : Finset ι)) => hT j
  refine ⟨by linarith, fun h j => ?_, fun h => ?_⟩
  · rw [h, sub_self] at gap
    have h1 := (sum_eq_zero_iff_of_nonneg (fun j _ => hT j)).1 gap.symm j (mem_univ j)
    have hD : 2 * (1 + (w * τ j) ^ 2) ≠ 0 := by positivity
    have h2 := (div_eq_zero_iff.1 h1).resolve_right hD
    have h3 := (mul_eq_zero.1 h2).resolve_left (ha j).ne'
    have h4 : 1 - w * τ j = 0 := pow_eq_zero_iff two_ne_zero |>.1 h3
    linarith
  · simp only [h, sub_self, ne_eq, OfNat.ofNat_ne_zero, not_false_eq_true, zero_pow,
      mul_zero, zero_div, sum_const_zero] at gap
    linarith

end

end ColeColeBound
```

```lean
#print axioms ColeColeBound.cole_cole_bound
#print axioms ColeColeBound.cole_cole_eq_iff
#print axioms ColeColeBound.loss_le_half_strength
```

```
'ColeColeBound.cole_cole_bound' depends on axioms: [propext, Classical.choice, Quot.sound]
'ColeColeBound.cole_cole_eq_iff' depends on axioms: [propext, Classical.choice, Quot.sound]
'ColeColeBound.loss_le_half_strength' depends on axioms: [propext, Classical.choice, Quot.sound]
```
